# Closed-form solution of the weak-interaction flow for a barrier's transmission

Take \(T'=-T(1-T)\) with \(T(0)=\tfrac12\). While \(T<1\), the odds of transmission \(r=T/(1-T)\) satisfy \(r'=T'/(1-T)^2=-r\). Hence \(r=e^{-l}\) and \(T=1/(1+e^{l})\): the odds decay exponentially and the barrier closes.

In general, \(T(l)\) is the transmission probability of one barrier in a weakly interacting one-dimensional gas of spinless electrons, at logarithmic scale \(l\ge0\), and the flow is \(T'=-2\alpha T(1-T)\). The constant \(\alpha\) measures the net extra scattering from the exchange and direct (Hartree) potentials that arise because the barrier induces oscillations in the electron gas. For a typical repulsion of finite range the two parts have opposite signs: exchange lowers the transmission, the direct part raises it by less, and \(\alpha>0\). The flow is assumed here, not derived from a Hamiltonian.

```lean
import Mathlib

open Filter Set Topology

namespace BarrierTransmissionFlow

noncomputable section
```

`IsFlow α T` states the flow on \([0,\infty)\), written `Ici 0`, with a one-sided derivative at \(0\). It does not require \(T\) to stay between 0 and 1.

```lean
/-- The renormalization flow `T' = -2 α T (1 - T)` of the transmission probability `T`
of a barrier, on logarithmic scales `l ≥ 0`, with interaction parameter `α`. -/
def IsFlow (α : ℝ) (T : ℝ → ℝ) : Prop :=
  ∀ l, 0 ≤ l → HasDerivWithinAt T (-2 * α * T l * (1 - T l)) (Ici 0) l
```

The candidate solution is a function of \(\alpha\), the bare transmission \(T_0\) and \(l\).

```lean
/-- The renormalized transmission at scale `l` for bare transmission `T₀`,
with domain `0 ≤ T₀ ≤ 1`. -/
def transmission (α T₀ l : ℝ) : ℝ :=
  T₀ * Real.exp (-2 * α * l) / (1 - T₀ + T₀ * Real.exp (-2 * α * l))
```

Since \(1-T\) might vanish, the odds are compared after cross-multiplication.

```lean
/-- The cross-multiplied difference between the ratio `T / (1 - T)` at scale `l` and
its bare value scaled by `exp (-2 α l)`. -/
def oddsDefect (α : ℝ) (T : ℝ → ℝ) (l : ℝ) : ℝ :=
  T l * (1 - T 0) - T 0 * Real.exp (-2 * α * l) * (1 - T l)
```

## (a) A positive denominator

Show that, for \(0\le c\le1\) and real \(x\),
\[1-c+ce^x>0.\]

If \(c=0\), the left side is 1. If \(c>0\), then \(ce^x>0\) and \(1-c\ge0\). Lean splits into the same two cases.

```lean
/-- For a bare transmission between 0 and 1, the denominator of the renormalized
transmission is positive. -/
theorem denom_pos {c : ℝ} (h0 : 0 ≤ c) (h1 : c ≤ 1) (x : ℝ) :
    0 < 1 - c + c * Real.exp x := by
  rcases h0.eq_or_lt with h | h
  · subst h
    simp
  · have := mul_pos h (Real.exp_pos x)
    linarith
```

## (b) The rate of the scaling factor

Show that
\[\frac{d}{dl}e^{-2\alpha l}=-2\alpha e^{-2\alpha l}.\]

The exponent has derivative \(-2\alpha\); apply the chain rule.

```lean
/-- The scaling factor `exp (-2 α l)` changes with `l` at the relative rate `-2 α`. -/
theorem hasDerivAt_scaling (α l : ℝ) :
    HasDerivAt (fun x : ℝ => Real.exp (-2 * α * x))
      (-2 * α * Real.exp (-2 * α * l)) l := by
  have h : HasDerivAt (fun x : ℝ => -2 * α * x) (-2 * α) l :=
    ((hasDerivAt_id' l).const_mul (-2 * α)).congr_deriv (mul_one _)
  exact h.exp.congr_deriv (by ring)
```

## (c) A solution exists

Let \(0\le T_0\le1\), \(E=e^{-2\alpha l}\) and \(N=1-T_0+T_0E\). Show that \(F=T_0E/N\) satisfies
\[F'=-2\alpha F(1-F),\qquad F(0)=T_0.\]

By (b), \(E'=-2\alpha E\), so \(N'=T_0E'=-2\alpha T_0E\). The quotient rule gives
\[F'=\frac{-2\alpha T_0E\,(N-T_0E)}{N^2}=-2\alpha F(1-F).\]
At \(l=0\), \(E=N=1\). In Lean, `key` is this algebra, and (a) supplies \(N\ne0\).

```lean
/-- For bare transmission `0 ≤ T₀ ≤ 1`, the renormalized transmission solves the flow
and starts at `T₀`. -/
theorem transmission_isFlow (α : ℝ) {T₀ : ℝ} (h0 : 0 ≤ T₀) (h1 : T₀ ≤ 1) :
    IsFlow α (transmission α T₀) ∧ transmission α T₀ 0 = T₀ := by
  refine ⟨fun l _ => ?_, by simp [transmission]⟩
  have key : ∀ E D : ℝ, D ≠ 0 →
      (T₀ * (-2 * α * E) * D - T₀ * E * (T₀ * (-2 * α * E))) / D ^ 2
        = -2 * α * (T₀ * E / D) * (1 - T₀ * E / D) := by
    intro E D hD
    linear_combination (-2 * α * T₀ * E * D⁻¹) * (mul_inv_cancel₀ hD)
  have hE := (hasDerivAt_scaling α l).const_mul T₀
  have h := hE.fun_div (hE.const_add (1 - T₀)) (denom_pos h0 h1 _).ne'
  exact (h.congr_deriv (key _ _ (denom_pos h0 h1 _).ne')).hasDerivWithinAt
```

## (d) A linear equation for the defect

For any solution \(T\), let \(u=T(1-T(0))-T(0)E(1-T)\), which is `oddsDefect`. Show that
\[u'=-2\alpha(1-T)u.\]

The product rule gives
\[u'=T'(1-T(0))+2\alpha T(0)E(1-T)+T(0)E\,T'.\]
Inserting the flow and factoring,
\[u'=-2\alpha(1-T)\bigl[T(1-T(0))-T(0)E(1-T)\bigr].\]
The bracket is \(u\); `ring` does the factoring.

```lean
/-- Along the flow the defect obeys a linear homogeneous equation with
rate `-2 α (1 - T)`. -/
theorem oddsDefect_deriv {α : ℝ} {T : ℝ → ℝ} (hT : IsFlow α T) {l : ℝ} (hl : 0 ≤ l) :
    HasDerivWithinAt (oddsDefect α T)
      (-2 * α * (1 - T l) * oddsDefect α T l) (Ici 0) l := by
  have hE := (hasDerivAt_scaling α l).hasDerivWithinAt (s := Ici 0)
  have h := ((hT l hl).mul_const (1 - T 0)).fun_sub
    ((hE.const_mul (T 0)).fun_mul ((hT l hl).const_sub 1))
  exact h.congr_deriv (by unfold oddsDefect; ring)
```

## (e) Every solution has the closed form

For \(0\le T(0)\le1\), any real \(\alpha\) and \(l\ge0\), show that
\[T(l)=\frac{T(0)e^{-2\alpha l}}{1-T(0)+T(0)e^{-2\alpha l}}.\]

At the start, \(u(0)=0\). Since \(T\) is continuous on \([0,l]\), there is a \(K\) with \(|2\alpha(1-T)|\le K\) there, so \(|u'|\le K|u|\). Grönwall's inequality gives \(|u(l)|\le|u(0)|e^{Kl}=0\). Thus \(T(l)(1-T(0)+T(0)E)=T(0)E\), and (a) permits division.

The Mathlib lemma `norm_le_gronwallBound_of_norm_deriv_right_le` takes a continuous function with a right derivative, an initial bound `δ`, and a growth bound \(\|f'\|\le K\|f\|+\varepsilon\). With `δ` and `ε` both zero, its bound is zero. It needs only the size of the rate, so the sign of \(1-T\) never enters.

```lean
/-- Every solution of the flow with bare transmission between 0 and 1 is
`T(l) = T(0) exp (-2 α l) / (1 - T(0) + T(0) exp (-2 α l))` for all `l ≥ 0`. -/
theorem flow_eq {α : ℝ} {T : ℝ → ℝ} (hT : IsFlow α T) (h0 : 0 ≤ T 0) (h1 : T 0 ≤ 1)
    {l : ℝ} (hl : 0 ≤ l) :
    T l = T 0 * Real.exp (-2 * α * l) / (1 - T 0 + T 0 * Real.exp (-2 * α * l)) := by
  have hcont : ContinuousOn T (Icc 0 l) := fun x hx =>
    (hT x hx.1).continuousWithinAt.mono Icc_subset_Ici_self
  -- the rate of the linear equation is bounded on the compact interval [0, l]
  obtain ⟨K, hK⟩ := isCompact_Icc.exists_bound_of_continuousOn
    (f := fun x => -2 * α * (1 - T x))
    (continuousOn_const.mul (continuousOn_const.sub hcont))
  have hz : oddsDefect α T 0 = 0 := by simp [oddsDefect]
  -- Grönwall's inequality keeps the defect at its initial value zero
  have hu := norm_le_gronwallBound_of_norm_deriv_right_le
    (f := oddsDefect α T) (f' := fun x => -2 * α * (1 - T x) * oddsDefect α T x)
    (δ := 0) (K := K) (ε := 0) (a := 0) (b := l)
    (fun x hx => (oddsDefect_deriv hT hx.1).continuousWithinAt.mono Icc_subset_Ici_self)
    (fun x hx => (oddsDefect_deriv hT hx.1).mono (Ici_subset_Ici.mpr hx.1))
    (by simp [hz])
    (fun x hx => by
      show ‖-2 * α * (1 - T x) * oddsDefect α T x‖ ≤ K * ‖oddsDefect α T x‖ + 0
      rw [norm_mul, add_zero]
      exact mul_le_mul_of_nonneg_right (hK x ⟨hx.1, hx.2.le⟩) (norm_nonneg _))
    l ⟨hl, le_rfl⟩
  rw [gronwallBound_ε0_δ0] at hu
  have hd := norm_le_zero_iff.mp hu
  unfold oddsDefect at hd
  rw [eq_div_iff (denom_pos h0 h1 _).ne']
  linear_combination hd
```

## (f) The scaling factor vanishes

For \(\alpha>0\), show that
\[\lim_{l\to\infty}e^{-2\alpha l}=0.\]

The exponent tends to \(-\infty\).

```lean
/-- For `α > 0` the scaling factor `exp (-2 α l)` vanishes at large scales. -/
theorem scaling_tendsto_zero {α : ℝ} (hα : 0 < α) :
    Tendsto (fun l : ℝ => Real.exp (-2 * α * l)) atTop (𝓝 0) :=
  Real.tendsto_exp_atBot.comp
    (tendsto_id.const_mul_atTop_of_neg (by linarith : -2 * α < 0))
```

## (g) The barrier becomes opaque

For \(\alpha>0\) and \(0\le T(0)<1\), show that
\[T(l)\to0,\qquad e^{2\alpha l}T(l)\to\frac{T(0)}{1-T(0)}.\]

In (e), the numerator tends to 0 and the denominator to \(1-T(0)>0\). Multiplying by \(e^{2\alpha l}\) leaves \(T(0)/(1-T(0)+T(0)E)\), which gives the second limit. Lean uses the formula only for \(l\ge0\), through `eventually_ge_atTop 0`. At \(T(0)=1\) the transmission stays 1.

```lean
/-- For `α > 0` and bare transmission `0 ≤ T(0) < 1`, the transmission of the barrier
tends to zero, and `exp (2 α l) T(l)` tends to `T(0) / (1 - T(0))`. -/
theorem barrier_becomes_opaque {α : ℝ} {T : ℝ → ℝ} (hα : 0 < α) (hT : IsFlow α T)
    (h0 : 0 ≤ T 0) (h1 : T 0 < 1) :
    Tendsto T atTop (𝓝 0) ∧
      Tendsto (fun l => Real.exp (2 * α * l) * T l) atTop (𝓝 (T 0 / (1 - T 0))) := by
  have hE := (scaling_tendsto_zero hα).const_mul (T 0)
  have hD := hE.const_add (1 - T 0)
  have hpos : 0 < 1 - T 0 + T 0 * 0 := by linarith
  constructor
  · have h := hE.div hD hpos.ne'
    rw [mul_zero, zero_div] at h
    refine h.congr' ?_
    filter_upwards [eventually_ge_atTop 0] with l hl
    exact (flow_eq hT h0 h1.le hl).symm
  · have h := (tendsto_const_nhds (x := T 0)).div hD hpos.ne'
    rw [mul_zero, add_zero] at h
    refine h.congr' ?_
    filter_upwards [eventually_ge_atTop 0] with l hl
    have hinv : Real.exp (2 * α * l) * Real.exp (-2 * α * l) = 1 := by
      rw [← Real.exp_add, show 2 * α * l + -2 * α * l = 0 by ring, Real.exp_zero]
    show T 0 / (1 - T 0 + T 0 * Real.exp (-2 * α * l)) = Real.exp (2 * α * l) * T l
    rw [flow_eq hT h0 h1.le hl, ← mul_div_assoc]
    congr 1
    linear_combination (-(T 0)) * hinv
```

## (h) The flow of the reflection

Show that \(R=1-T\) satisfies
\[R'=-2(-\alpha)R(1-R).\]

Indeed \(R'=-T'=2\alpha T(1-T)=2\alpha(1-R)R\).

```lean
/-- The reflection probability `1 - T` obeys the same flow with the sign of `α`
reversed. -/
theorem reflection_isFlow {α : ℝ} {T : ℝ → ℝ} (hT : IsFlow α T) :
    IsFlow (-α) (fun l => 1 - T l) := fun l hl =>
  ((hT l hl).const_sub 1).congr_deriv (by ring)
```

## (i) Negative \(\alpha\)

For \(\alpha<0\) and \(0<T(0)\le1\), show that
\[T(l)\to1.\]

Now \(-\alpha>0\) and \(0\le R(0)<1\), so (g) applied to \(R\) gives \(R\to0\).

```lean
/-- For `α < 0` and bare transmission `0 < T(0) ≤ 1`, the transmission of the barrier
tends to one. -/
theorem barrier_becomes_transparent {α : ℝ} {T : ℝ → ℝ} (hα : α < 0) (hT : IsFlow α T)
    (h0 : 0 < T 0) (h1 : T 0 ≤ 1) : Tendsto T atTop (𝓝 1) := by
  have hR := (barrier_becomes_opaque (neg_pos.mpr hα) (reflection_isFlow hT)
    (sub_nonneg.mpr h1) (sub_lt_self 1 h0)).1
  simpa using hR.const_sub 1
```

## (j) Transmission at a given energy

Let \(\varepsilon\) be the energy measured from the Fermi level and \(D\) the bandwidth at which the flow starts. For \(0<\varepsilon\le D\) and \(0\le T(0)\le1\), show that
\[T\bigl(\ln(D/\varepsilon)\bigr)=\frac{T(0)(\varepsilon/D)^{2\alpha}}{1-T(0)+T(0)(\varepsilon/D)^{2\alpha}}.\]

Put \(l=\ln(D/\varepsilon)\ge0\) in (e); then \(e^{-2\alpha l}=(\varepsilon/D)^{2\alpha}\).

In a transport estimate within this weak-interaction model, \(T(0)\) comes from the non-interacting scattering problem and \(\varepsilon\) is set by the temperature or bias. With \(T(0)=\tfrac12\), \(\alpha=\tfrac14\) and \(\varepsilon/D=\tfrac1{100}\), the power is \(\tfrac1{10}\), and the transmission falls from \(\tfrac12\) to \(\tfrac1{11}\).

```lean
/-- At energy `0 < ε ≤ D` below the bandwidth `D`, where `l = log (D / ε)`, a bare
transmission between 0 and 1 is renormalized through the power `(ε / D) ^ (2 α)`. -/
theorem transmission_at_energy {α : ℝ} {T : ℝ → ℝ} (hT : IsFlow α T)
    (h0 : 0 ≤ T 0) (h1 : T 0 ≤ 1) {ε D : ℝ} (hε : 0 < ε) (hD : ε ≤ D) :
    T (Real.log (D / ε)) =
      T 0 * (ε / D) ^ (2 * α) / (1 - T 0 + T 0 * (ε / D) ^ (2 * α)) := by
  have hlog : Real.log (ε / D) = -Real.log (D / ε) := by
    rw [← Real.log_inv, inv_div]
  have hpow : (ε / D) ^ (2 * α) = Real.exp (-2 * α * Real.log (D / ε)) := by
    rw [Real.rpow_def_of_pos (div_pos hε (hε.trans_le hD)), hlog]
    congr 1
    ring
  rw [hpow]
  exact flow_eq hT h0 h1 (Real.log_nonneg ((one_le_div hε).mpr hD))

end

end BarrierTransmissionFlow
```

```lean
#print axioms BarrierTransmissionFlow.transmission_isFlow
#print axioms BarrierTransmissionFlow.barrier_becomes_transparent
#print axioms BarrierTransmissionFlow.transmission_at_energy
```

```
'BarrierTransmissionFlow.transmission_isFlow' depends on axioms: [propext, Classical.choice, Quot.sound]
'BarrierTransmissionFlow.barrier_becomes_transparent' depends on axioms: [propext, Classical.choice, Quot.sound]
'BarrierTransmissionFlow.transmission_at_energy' depends on axioms: [propext, Classical.choice, Quot.sound]
```
